# On an infinite chain with finite-range springs, the force-constant operator multiplies a cosine wave by D(q)

Take an infinite harmonic chain with unit masses and unit lattice spacing, in which each atom is joined by springs `k m` to its `m`-th neighbours, for `m` from 1 to `n`. The lemma says that the force-constant operator, applied to the displacements cos(qj + φ), gives back the same wave multiplied by D(q) = Σ 2kₘ(1 − cos(mq)). This holds at every atom `j`, for any real `q` and `φ` and any real spring constants. The attempt compares the two sums term by term, writes the neighbours' phases as (qj + φ) ± mq, expands the cosines with the addition and subtraction formulas, and leaves the algebra to `ring`.

This version doesn't compile in Lean 4 with Mathlib:

```lean
import Mathlib

open Filter Topology

namespace ForceConstantWave

noncomputable section

/-- The force-constant operator of a chain with springs `k m` to the `m`-th neighbours,
`m = 1, ..., n`, applied to the displacements `u` and evaluated at atom `j`. -/
def forceConstant (n : ℕ) (k : ℕ → ℝ) (u : ℤ → ℝ) (j : ℤ) : ℝ :=
  ∑ m ∈ Finset.Icc 1 n, k m * (2 * u j - u (j + m) - u (j - m))

/-- The dynamical matrix `D(q)` of the chain with unit masses and unit lattice spacing. -/
def dynMat (n : ℕ) (k : ℕ → ℝ) (q : ℝ) : ℝ :=
  ∑ m ∈ Finset.Icc 1 n, 2 * k m * (1 - Real.cos (m * q))

/-- Applied to the lattice wave `cos (q * j + φ)`, with any wavevector `q` and phase `φ`, the
force-constant operator multiplies it by `D(q)`. -/
theorem forceConstant_wave (n : ℕ) (k : ℕ → ℝ) (q φ : ℝ) (j : ℤ) :
    forceConstant n k (fun i => Real.cos (q * i + φ)) j
      = dynMat n k q * Real.cos (q * j + φ) := by
  simp only [forceConstant, dynMat, Finset.sum_mul]
  refine Finset.sum_congr rfl fun m _ => ?_
  push_cast
  rw [show q * ((j : ℝ) + m) + φ = (q * j + φ) + m * q by ring,
    show q * ((j : ℝ) - m) + φ = (q * j + φ) - m * q by ring,
    Real.cos_add, Real.cos_sub]
  ring

end

end ForceConstantWave
```

Lean reports:

```
Try this:
  [apply] ring_nf
  
  The `ring` tactic failed to close the goal. Use `ring_nf` to obtain a normal form.
    
  Note that `ring` works primarily in *commutative* rings. If you have a noncommutative ring, abelian group or module, consider using `noncomm_ring`, `abel` or `module` instead.
Main.lean:22:47: error: unsolved goals
n : ℕ
k : ℕ → ℝ
q φ : ℝ
j : ℤ
m : ℕ
x✝ : m ∈ Finset.Icc 1 n
⊢ k m * Real.cos (q * ↑j) * Real.cos φ * 2 - k m * Real.sin (q * ↑j) * Real.sin φ * 2 -
          k m * Real.cos (q * ↑j + q * ↑m + φ) -
        k m * Real.cos (q * ↑j + φ) * Real.cos (q * ↑m) -
      k m * Real.sin (q * ↑j + φ) * Real.sin (q * ↑m) =
    k m * Real.cos (q * ↑j) * Real.cos φ * 2 - k m * Real.cos (q * ↑j) * Real.cos φ * Real.cos (q * ↑m) * 2 -
        k m * Real.sin (q * ↑j) * Real.sin φ * 2 +
      k m * Real.sin (q * ↑j) * Real.sin φ * Real.cos (q * ↑m) * 2
```

Cause. The error is an unsolved goal left by the final `ring`, and the "Try this" message reports the same failure. Given without arguments, `Real.cos_add` matches the first cosine of a sum that `rw` finds. Here that is the atom's own `cos (q * j + φ)`, which is split into `q * j` and `φ` on both sides of the equation. The neighbour's cosine, of `(q * j + φ) + m * q`, is left whole, and it appears in the error as `Real.cos (q * ↑j + q * ↑m + φ)`. `Real.cos_sub` then expands the other neighbour's cosine as intended, which brings back an unsplit `cos (q * j + φ)`. `ring` knows no trigonometric identities, so it can't relate these different cosines.

The repair gives `Real.cos_add` the arguments `(q * j + φ)` and `(m * q)`, so that it expands the neighbour's cosine and leaves the atom's own alone. The sine terms then cancel, and `ring` closes the goal. The arguments added to `Real.cos_sub` are mere tidying, since it already found the right term.

The mended proof, as a diff:

```diff
@@ -26,5 +26,5 @@
   rw [show q * ((j : ℝ) + m) + φ = (q * j + φ) + m * q by ring,
     show q * ((j : ℝ) - m) + φ = (q * j + φ) - m * q by ring,
-    Real.cos_add, Real.cos_sub]
+    Real.cos_add (q * j + φ) (m * q), Real.cos_sub (q * j + φ) (m * q)]
   ring
 
```
